# Gauging away the Dzyaloshinskii–Moriya coupling of an open XY chain

An operator on $n$ spins one-half is represented here by a complex matrix whose rows and columns are labelled by spin configurations $s=(s_0,\dots,s_{n-1})$, with $s_l=0$ for up and $s_l=1$ for down. In this basis a product of $z$ rotations is a diagonal matrix of phases, and no tensor products have to be handled.

The chain has $N$ bonds and $N+1$ spins, numbered from $0$ to $N$. Bond $j$ joins spins $j$ and $j+1$ and carries two real couplings: an exchange $J_j$ and a Dzyaloshinskii–Moriya (DM) coupling $D_j$, the antisymmetric exchange that spin-orbit coupling can produce on a bond without an inversion centre. The exchange couples the $x$ and $y$ spin components with equal strength and leaves out the $z$ components, the DM vector lies along the $z$ axis on every bond, and the ends of the chain are open. Site-dependent $z$ rotations then turn this chain into a pure XY chain with couplings $\sqrt{J_j^2+D_j^2}$.

```lean
import Mathlib

open Matrix

namespace SpinChainDMGauge

noncomputable section

/-- Operators on `n` spins one-half, as matrices indexed by spin configurations. -/
abbrev Op (n : ℕ) := Matrix (Fin n → Fin 2) (Fin n → Fin 2) ℂ
```

## Spins, rotations and bonds

The sign $z_a$ is $+1$ for $a=0$ and $-1$ for $a=1$.

```lean
/-- The sign of the z component: `+1` for spin up (index 0), `-1` for spin down (index 1). -/
def spinZ : Fin 2 → ℝ := ![1, -1]
```

The Pauli matrices are

$$X=\begin{pmatrix}0&1\\1&0\end{pmatrix},\qquad Y=\begin{pmatrix}0&-i\\i&0\end{pmatrix},\qquad Z=\begin{pmatrix}1&0\\0&-1\end{pmatrix}.$$

The couplings multiply products of these matrices, not of the spin operators $S=\sigma/2$.

```lean
/-- The Pauli matrix X. -/
def σx : Matrix (Fin 2) (Fin 2) ℂ := !![0, 1; 1, 0]

/-- The Pauli matrix Y. -/
def σy : Matrix (Fin 2) (Fin 2) ℂ := !![0, -Complex.I; Complex.I, 0]

/-- The Pauli matrix Z. -/
def σz : Matrix (Fin 2) (Fin 2) ℂ := diagonal fun a => (spinZ a : ℂ)
```

A one-spin matrix $A$ acting on spin $k$ has the elements

$$\langle s|A_k|t\rangle=A_{s_k t_k}\prod_{l\neq k}\delta_{s_l t_l}.$$

```lean
/-- The one-spin operator `A` acting on spin `k`, with the identity on all other spins. -/
def site {n : ℕ} (k : Fin n) (A : Matrix (Fin 2) (Fin 2) ℂ) : Op n :=
  Matrix.of fun s t => if ∀ l, l ≠ k → s l = t l then A (s k) (t k) else 0
```

Under a $z$ rotation by $\theta$, a spin in state $a$ acquires the phase $p_\theta(a)=e^{-i\theta z_a/2}$.

```lean
/-- The phase acquired by a spin in state `a` under a z rotation by the angle `θ`. -/
def phase (θ : ℝ) (a : Fin 2) : ℂ :=
  Complex.exp (((-(θ / 2) * spinZ a : ℝ) : ℂ) * Complex.I)
```

The rotation of one spin is therefore $R(\theta)=\mathrm{diag}(e^{-i\theta/2},e^{i\theta/2})$.

```lean
/-- The rotation of one spin about the z axis by the angle `θ`. -/
def zRot (θ : ℝ) : Matrix (Fin 2) (Fin 2) ℂ := diagonal (phase θ)
```

If spin $l$ is rotated by its own angle $\theta_l$, the configuration $s$ acquires the product of the phases, and the full rotation $U$ is diagonal with entries $\prod_l p_{\theta_l}(s_l)$.

```lean
/-- The rotation of every spin `l` about the z axis by its own angle `θ l`. -/
def gauge {n : ℕ} (θ : Fin n → ℝ) : Op n := diagonal fun s => ∏ l, phase (θ l) (s l)
```

The exchange term on bond $j$ is $E_j=X_jX_{j+1}+Y_jY_{j+1}$. In Lean, `j.castSucc` is site $j$ and `j.succ` is site $j+1$.

```lean
/-- The exchange term `X X' + Y Y'` on bond `j`. -/
def exchange {N : ℕ} (j : Fin N) : Op (N + 1) :=
  site j.castSucc σx * site j.succ σx + site j.castSucc σy * site j.succ σy
```

The DM term is $M_j=X_jY_{j+1}-Y_jX_{j+1}$, the $z$ component of $\boldsymbol\sigma_j\times\boldsymbol\sigma_{j+1}$. The DM vector thus points along $z$ on every bond.

```lean
/-- The Dzyaloshinskii-Moriya term `X Y' - Y X'` on bond `j`. -/
def dm {N : ℕ} (j : Fin N) : Op (N + 1) :=
  site j.castSucc σx * site j.succ σy - site j.castSucc σy * site j.succ σx
```

The Hamiltonian is

$$H(J,D)=\sum_{j=0}^{N-1}\left(J_jE_j+D_jM_j\right).$$

It has no $ZZ$ term and no field, and no bond closes the chain into a ring. The couplings are functions on all natural numbers, but only their first $N$ values enter.

```lean
/-- The open chain of `N + 1` spins with exchange `J j` and DM coupling `D j` on bond `j`. -/
def chain (N : ℕ) (J D : ℕ → ℝ) : Op (N + 1) :=
  ∑ j : Fin N, ((J j : ℂ) • exchange j + (D j : ℂ) • dm j)
```

The rotation angle at site $k$ adds up the polar angles of the bonds to its left:

$$\theta_k=\sum_{i<k}\arg(J_i+iD_i),\qquad \theta_0=0.$$

```lean
/-- The rotation angle at site `k`: the sum of `arg (J i + i D i)` over the bonds before it. -/
def dmAngle {N : ℕ} (J D : ℕ → ℝ) (k : Fin (N + 1)) : ℝ :=
  ∑ i ∈ Finset.range (k : ℕ), Complex.arg ⟨J i, D i⟩
```

## The rotation is unitary and acts site by site

Conjugation reverses the sign of the exponent, so $p_\theta(a)\,\overline{p_\theta(a)}=e^0=1$.

```lean
/-- The phase of a rotated spin has modulus one. -/
theorem phase_mul_star (θ : ℝ) (a : Fin 2) : phase θ a * star (phase θ a) = 1 := by
  rw [phase, Complex.star_def, ← Complex.exp_conj, ← Complex.exp_add, map_mul,
    Complex.conj_ofReal, Complex.conj_I, mul_neg, add_neg_cancel, Complex.exp_zero]
```

The diagonal matrix $U$ is the usual rotation operator,

$$U=\exp\Big(-\tfrac{i}{2}\sum_l\theta_lZ_l\Big).$$

Each $Z_l$ is diagonal with entry $z_{s_l}$, so the exponent is diagonal too. Its exponential is the diagonal matrix of the exponentials of its diagonal entries, and the exponential of the sum over $l$ is the product of the phases. The proof follows this order: `hz` and `hs` make the generator diagonal, and `Complex.exp_sum` gives the product.

```lean
/-- The site-dependent rotation is the exponential of `-i/2` times the sum of `θ l Z_l`. -/
theorem gauge_eq_exp {n : ℕ} (θ : Fin n → ℝ) :
    gauge θ = NormedSpace.exp (∑ l, (-((θ l : ℂ) / 2) * Complex.I) • site l σz) := by
  have hz : ∀ l : Fin n, site l σz = diagonal fun s => (spinZ (s l) : ℂ) := by
    intro l
    ext s t
    by_cases h : s = t
    · subst h
      simp [site, σz]
    · rw [diagonal_apply_ne _ h]
      simp only [site, Matrix.of_apply]
      split_ifs with h'
      · refine diagonal_apply_ne _ fun e => h (funext fun m => ?_)
        by_cases hm : m = l
        · rw [hm]; exact e
        · exact h' m hm
      · rfl
  -- the generator is diagonal in the configuration basis
  have hs : (∑ l, (-((θ l : ℂ) / 2) * Complex.I) • site l σz) =
      diagonal fun s => ∑ l, ((-(θ l / 2) * spinZ (s l) : ℝ) : ℂ) * Complex.I := by
    ext s t
    by_cases h : s = t
    · subst h
      simp only [Matrix.sum_apply, Matrix.smul_apply, hz, diagonal_apply_eq, smul_eq_mul]
      exact Finset.sum_congr rfl fun l _ => by push_cast; ring
    · simp [Matrix.sum_apply, hz, h]
  rw [hs, Matrix.exp_diagonal, gauge]
  congr 1
  funext s
  -- evaluation at a configuration commutes with the exponential
  have he : ∀ g : (Fin n → Fin 2) → ℂ, NormedSpace.exp g s = NormedSpace.exp (g s) := by
    intro g
    exact NormedSpace.map_exp (Pi.evalRingHom (fun _ : Fin n → Fin 2 => ℂ) s)
      (continuous_apply s) g
  simp only [phase]
  rw [he, ← Complex.exp_eq_exp_ℂ]
  exact (Complex.exp_sum _ _).symm
```

The diagonal entries of $UU^\dagger$ are $\prod_l|p_{\theta_l}(s_l)|^2=1$.

```lean
/-- The site-dependent rotation is unitary. -/
theorem gauge_unitary {n : ℕ} (θ : Fin n → ℝ) : gauge θ * (gauge θ)ᴴ = 1 := by
  rw [gauge, diagonal_conjTranspose, diagonal_mul_diagonal, ← diagonal_one]
  congr 1
  funext s
  simp only [Pi.star_apply, star_prod, ← Finset.prod_mul_distrib, phase_mul_star,
    Finset.prod_const_one]
```

For an operator on spin $k$,

$$\langle s|UA_kU^\dagger|t\rangle=\prod_l p_{\theta_l}(s_l)\,\overline{p_{\theta_l}(t_l)}\;\langle s|A_k|t\rangle .$$

The element vanishes unless $s$ and $t$ agree on every spin other than $k$. When they agree, all factors with $l\neq k$ equal one, and the factor at $k$ remains:

$$UA_kU^\dagger=\left(R(\theta_k)AR(\theta_k)^\dagger\right)_k .$$

The cancellation is the statement `key`, where `Finset.prod_eq_single` reduces the product to its factor at `k`.

```lean
/-- Conjugating an operator on spin `k` by the site-dependent rotation rotates it by `θ k`. -/
theorem gauge_site {n : ℕ} (θ : Fin n → ℝ) (k : Fin n) (A : Matrix (Fin 2) (Fin 2) ℂ) :
    gauge θ * site k A * (gauge θ)ᴴ = site k (zRot (θ k) * A * (zRot (θ k))ᴴ) := by
  ext s t
  simp only [gauge, zRot, diagonal_conjTranspose, mul_diagonal, diagonal_mul, site,
    Matrix.of_apply, Pi.star_apply]
  split_ifs with h
  · -- the phases of all spins other than `k` cancel
    have key : (∏ l, phase (θ l) (s l)) * star (∏ l, phase (θ l) (t l)) =
        phase (θ k) (s k) * star (phase (θ k) (t k)) := by
      rw [star_prod, ← Finset.prod_mul_distrib]
      exact Finset.prod_eq_single k
        (fun l _ hl => by simp only [h l hl, phase_mul_star]) (by simp)
    linear_combination A (s k) (t k) * key
  · simp
```

## From rotated Pauli matrices to a DM term

Conjugation by $R(\theta)$ leaves the diagonal entries of a $2\times2$ matrix alone, multiplies the upper right entry by $e^{-i\theta}$ and the lower left entry by $e^{i\theta}$. For $X$ the upper right entry becomes $\cos\theta-i\sin\theta$, and for $Y$ it becomes $-i\cos\theta-\sin\theta$. With the conjugate entries at the lower left,

$$RXR^\dagger=\cos\theta\,X+\sin\theta\,Y,\qquad RYR^\dagger=\cos\theta\,Y-\sin\theta\,X .$$

In the proof, `h01` and `h10` are the two phases, `conj` is the rule for a general matrix, and the last lines compare entries.

```lean
/-- A z rotation by `θ` takes X to `cos θ X + sin θ Y` and Y to `cos θ Y - sin θ X`. -/
theorem zRot_pauli (θ : ℝ) :
    zRot θ * σx * (zRot θ)ᴴ = (Real.cos θ : ℂ) • σx + (Real.sin θ : ℂ) • σy ∧
    zRot θ * σy * (zRot θ)ᴴ = (Real.cos θ : ℂ) • σy + (-(Real.sin θ : ℂ)) • σx := by
  have h01 : phase θ 0 * star (phase θ 1) = Real.cos θ - Real.sin θ * Complex.I := by
    have e : phase θ 0 * star (phase θ 1) = Complex.exp (-(θ : ℂ) * Complex.I) := by
      rw [phase, phase, Complex.star_def, ← Complex.exp_conj, ← Complex.exp_add, map_mul,
        Complex.conj_ofReal, Complex.conj_I]
      congr 1
      simp only [spinZ, Matrix.cons_val_zero, Matrix.cons_val_one]
      push_cast
      ring
    rw [e, Complex.exp_mul_I, Complex.cos_neg, Complex.sin_neg]
    push_cast
    ring
  have h10 : phase θ 1 * star (phase θ 0) = Real.cos θ + Real.sin θ * Complex.I := by
    have e := congrArg star h01
    rw [star_mul, star_star] at e
    rw [e]
    simp [-Complex.ofReal_cos, -Complex.ofReal_sin]
  -- only the off-diagonal entries acquire a phase
  have conj : ∀ A : Matrix (Fin 2) (Fin 2) ℂ, zRot θ * A * (zRot θ)ᴴ =
      !![A 0 0, (Real.cos θ - Real.sin θ * Complex.I) * A 0 1;
         (Real.cos θ + Real.sin θ * Complex.I) * A 1 0, A 1 1] := by
    intro A
    ext a b
    simp only [zRot, diagonal_conjTranspose, mul_diagonal, diagonal_mul, Pi.star_apply]
    fin_cases a <;> fin_cases b
    · change phase θ 0 * A 0 0 * star (phase θ 0) = A 0 0
      linear_combination A 0 0 * phase_mul_star θ 0
    · change phase θ 0 * A 0 1 * star (phase θ 1) = (_ - _) * A 0 1
      linear_combination A 0 1 * h01
    · change phase θ 1 * A 1 0 * star (phase θ 0) = (_ + _) * A 1 0
      linear_combination A 1 0 * h10
    · change phase θ 1 * A 1 1 * star (phase θ 1) = A 1 1
      linear_combination A 1 1 * phase_mul_star θ 1
  rw [conj, conj]
  generalize (Real.cos θ : ℂ) = c
  generalize (Real.sin θ : ℂ) = d
  constructor <;> ext a b <;> fin_cases a <;> fin_cases b <;> simp [σx, σy] <;>
    first
      | ring1
      | linear_combination d * Complex.I_mul_I
      | linear_combination -d * Complex.I_mul_I
```

Write $c,s$ for the cosine and sine of $\theta_j$, and $c',s'$ for those of $\theta_{j+1}$. Inserting $U^\dagger U=1$ between the two factors of each product gives

$$UE_jU^\dagger=(cX_j+sY_j)(c'X_{j+1}+s'Y_{j+1})+(cY_j-sX_j)(c'Y_{j+1}-s'X_{j+1}).$$

Both $X_jX_{j+1}$ and $Y_jY_{j+1}$ have the coefficient $cc'+ss'$. The coefficient of $X_jY_{j+1}$ is $cs'-sc'$, and that of $Y_jX_{j+1}$ is its negative. By the addition formulas,

$$UE_jU^\dagger=\cos(\theta_{j+1}-\theta_j)\,E_j+\sin(\theta_{j+1}-\theta_j)\,M_j .$$

Here `split` inserts the identity, `lin` is the linearity of `site`, and `module` collects the coefficients.

```lean
/-- Site-dependent rotations turn the exchange on a bond into a mixture of exchange and DM
coupling, set by the difference of the two rotation angles. -/
theorem gauge_exchange {N : ℕ} (θ : Fin (N + 1) → ℝ) (j : Fin N) :
    gauge θ * exchange j * (gauge θ)ᴴ =
      (Real.cos (θ j.succ - θ j.castSucc) : ℂ) • exchange j +
      (Real.sin (θ j.succ - θ j.castSucc) : ℂ) • dm j := by
  have hU : (gauge θ)ᴴ * gauge θ = 1 := mul_eq_one_comm.mp (gauge_unitary θ)
  have split : ∀ A B : Op (N + 1), gauge θ * (A * B) * (gauge θ)ᴴ =
      (gauge θ * A * (gauge θ)ᴴ) * (gauge θ * B * (gauge θ)ᴴ) := by
    intro A B
    calc gauge θ * (A * B) * (gauge θ)ᴴ
        = gauge θ * A * 1 * (B * (gauge θ)ᴴ) := by simp only [mul_assoc, one_mul]
      _ = _ := by rw [← hU]; simp only [mul_assoc]
  have lin : ∀ (k : Fin (N + 1)) (a b : ℂ) (A B : Matrix (Fin 2) (Fin 2) ℂ),
      site k (a • A + b • B) = a • site k A + b • site k B := by
    intro k a b A B
    ext s t
    simp only [site, Matrix.of_apply, Matrix.add_apply, Matrix.smul_apply, smul_eq_mul]
    split_ifs <;> simp
  rw [exchange, mul_add, add_mul, split, split]
  simp only [gauge_site, (zRot_pauli _).1, (zRot_pauli _).2, lin, dm]
  rw [Real.cos_sub, Real.sin_sub]
  push_cast
  simp only [add_mul, mul_add, smul_mul_assoc, mul_smul_comm]
  module
```

## Choosing the angles along the chain

The angle difference across bond $j$ is $\theta_{j+1}-\theta_j=\arg(J_j+iD_j)$. With $r_j=\sqrt{J_j^2+D_j^2}$, the polar form gives $r_j\cos(\theta_{j+1}-\theta_j)=J_j$ and $r_j\sin(\theta_{j+1}-\theta_j)=D_j$. Hence $U\,r_jE_j\,U^\dagger=J_jE_j+D_jM_j$, and summing over the bonds yields

$$U\,H(r,0)\,U^\dagger=H(J,D).$$

The step `hθ` is the angle difference across the bond, and `hc` and `hs` are the two polar-form relations.

```lean
/-- For arbitrary bond couplings, site-dependent z rotations of the XY chain with exchange
`√(J j ^ 2 + D j ^ 2)` give the chain with exchange `J j` and DM coupling `D j`. -/
theorem chain_gauge (N : ℕ) (J D : ℕ → ℝ) :
    gauge (dmAngle J D) * chain N (fun j => √(J j ^ 2 + D j ^ 2)) (fun _ => 0) *
      (gauge (dmAngle J D))ᴴ = chain N J D := by
  simp only [chain, Finset.mul_sum, Finset.sum_mul]
  refine Finset.sum_congr rfl fun j _ => ?_
  have hθ : dmAngle J D j.succ - dmAngle J D j.castSucc = Complex.arg ⟨J j, D j⟩ := by
    simp [dmAngle, Finset.sum_range_succ]
  -- polar form of `J + i D`
  have hc : √(J j ^ 2 + D j ^ 2) * Real.cos (Complex.arg ⟨J j, D j⟩) = J j := by
    have h := Complex.norm_mul_cos_arg ⟨J j, D j⟩
    rw [Complex.norm_eq_sqrt_sq_add_sq] at h
    exact h
  have hs : √(J j ^ 2 + D j ^ 2) * Real.sin (Complex.arg ⟨J j, D j⟩) = D j := by
    have h := Complex.norm_mul_sin_arg ⟨J j, D j⟩
    rw [Complex.norm_eq_sqrt_sq_add_sq] at h
    exact h
  simp only [Complex.ofReal_zero, zero_smul, add_zero, mul_smul_comm, smul_mul_assoc]
  rw [gauge_exchange, hθ, smul_add, smul_smul, smul_smul, ← Complex.ofReal_mul,
    ← Complex.ofReal_mul, hc, hs]
```

For equal couplings $J$ and $D$ on all bonds, the angle is $\theta_k=k\arg(J+iD)$. Multiplying by $U^\dagger$ on the left and $U$ on the right gives

$$U^\dagger\Big(\sum_{j<N}(JE_j+DM_j)\Big)U=\sqrt{J^2+D^2}\sum_{j<N}E_j .$$

The theorem states this equation together with the unitarity of $U$.

```lean
/-- Let `U` rotate every spin `k` of the uniform open chain about z by `k arg (J + i D)`. Then `U`
is unitary, and taking the Hamiltonian `H` to `Uᴴ H U` (the inverse rotation of `H`) removes the DM
coupling and replaces the exchange `J` by `√(J ^ 2 + D ^ 2)`. -/
theorem dm_gauged_away (N : ℕ) (J D : ℝ) :
    let U : Op (N + 1) := gauge fun k => (k : ℕ) * Complex.arg ⟨J, D⟩
    U ∈ Matrix.unitaryGroup (Fin (N + 1) → Fin 2) ℂ ∧
    Uᴴ * (∑ j : Fin N, ((J : ℂ) • exchange j + (D : ℂ) • dm j)) * U =
      (√(J ^ 2 + D ^ 2) : ℂ) • ∑ j : Fin N, exchange j := by
  intro U
  have hU : Uᴴ * U = 1 := mul_eq_one_comm.mp (gauge_unitary _)
  refine ⟨Matrix.mem_unitaryGroup_iff.mpr (gauge_unitary _), ?_⟩
  have hθ : gauge (dmAngle (N := N) (fun _ => J) (fun _ => D)) = U := by
    congr 1
    funext k
    simp [dmAngle]
  have h := chain_gauge N (fun _ => J) (fun _ => D)
  rw [hθ] at h
  simp only [chain, Complex.ofReal_zero, zero_smul, add_zero, ← Finset.smul_sum] at h
  rw [← h]
  simp only [mul_assoc, hU, mul_one]
  rw [← mul_assoc, hU, one_mul]
```

If $H(r,0)\psi=E\psi$, then $H(J,D)U\psi=UH(r,0)\psi=E\,U\psi$. Conversely, $U$ is injective and can be removed from both sides. The Lean statement admits $\psi=0$, which solves both equations trivially; a nonzero $\psi$ gives a nonzero $U\psi$.

```lean
/-- A state solves the eigenvalue equation of the XY chain with energy `E` exactly when the
rotated state solves that of the chain with DM coupling, with the same `E`. -/
theorem eigenstate_iff (N : ℕ) (J D : ℕ → ℝ) (E : ℂ) (ψ : (Fin (N + 1) → Fin 2) → ℂ) :
    chain N J D *ᵥ (gauge (dmAngle J D) *ᵥ ψ) = E • (gauge (dmAngle J D) *ᵥ ψ) ↔
      chain N (fun j => √(J j ^ 2 + D j ^ 2)) (fun _ => 0) *ᵥ ψ = E • ψ := by
  have hU : (gauge (dmAngle (N := N) J D))ᴴ * gauge (dmAngle J D) = 1 :=
    mul_eq_one_comm.mp (gauge_unitary _)
  have inj : ∀ v w : (Fin (N + 1) → Fin 2) → ℂ,
      gauge (dmAngle J D) *ᵥ v = gauge (dmAngle J D) *ᵥ w → v = w := by
    intro v w h
    have h2 := congrArg (fun x => (gauge (dmAngle J D))ᴴ *ᵥ x) h
    simpa only [Matrix.mulVec_mulVec, hU, Matrix.one_mulVec] using h2
  rw [← chain_gauge N J D, Matrix.mulVec_mulVec, mul_assoc, hU, mul_one,
    ← Matrix.mulVec_mulVec, ← Matrix.mulVec_smul]
  exact ⟨inj _ _, fun h => by rw [h]⟩

end

end SpinChainDMGauge
```

```lean
#print axioms SpinChainDMGauge.gauge_eq_exp
#print axioms SpinChainDMGauge.dm_gauged_away
#print axioms SpinChainDMGauge.eigenstate_iff
```

```
'SpinChainDMGauge.gauge_eq_exp' depends on axioms: [propext, Classical.choice, Quot.sound]
'SpinChainDMGauge.dm_gauged_away' depends on axioms: [propext, Classical.choice, Quot.sound]
'SpinChainDMGauge.eigenstate_iff' depends on axioms: [propext, Classical.choice, Quot.sound]
```

For the open chain $H(J,D)$, an exact diagonalisation can therefore use the real matrix $H(r,0)$ and rotate the eigenvectors afterwards.

## Two spins with J = 3 and D = 4

The smallest chain with a bond has $N=1$. Both $E_0$ and $M_0$ vanish on $\uparrow\uparrow$ and $\downarrow\downarrow$, and

$$\langle\uparrow\downarrow|H|\downarrow\uparrow\rangle=2(J+iD)=6+8i .$$

The modulus is $10$, so the energies are $0,0,\pm10$. The XY chain with coupling $\sqrt{3^2+4^2}=5$ has the element $2\cdot5=10$ in the same place, and hence the same energies. The rotation of spin $1$ by $\varphi=\arg(3+4i)\approx53.13^\circ$ multiplies that element by $e^{i\varphi}=0.6+0.8i$, which restores $6+8i$.

In the limit $J=0$, $D>0$, the angle per bond is $90^\circ$, and a uniform chain with DM coupling alone becomes an XY chain with exchange $D$.
